# Orthogonal mixing preserves the uncontracted second-order energy but can change the strongly contracted one

The perturber vectors $u_i$ are stored as the rows of one real matrix $u$, and all of them share a single real matrix $A$ of excitation energies. Mixing them is then a matrix product: $(Uu)_i=\sum_j U_{ij}u_j$, with $U^{\mathsf T}U=1$.

In NEVPT2 terms, $i$ can label external orbitals of equal energy. The components of $u_i$ then refer to an orthonormal basis for the remaining electrons, and a common $A$ is appropriate because the orbital energies agree. Positive definiteness of $A$ says that every perturber state lies above the reference in the zeroth-order energy. Within this finite, real model with a common $A$, the results show whether a second-order energy depends on an arbitrary choice among degenerate orbitals. The Dyall Hamiltonian, the perturber classes and non-orthogonal bases are not constructed.

In the code, `ι` indexes the vectors and `n` their components; both are finite. The product `⬝ᵥ` is the real scalar product $\langle\cdot,\cdot\rangle$, and `*ᵥ` applies a matrix to a vector.

```lean
import Mathlib

open Matrix

namespace NEVPT2Contraction

noncomputable section

variable {ι n : Type*} [Fintype ι] [Fintype n]
```

Strong contraction allows one function per perturber, $u_i$ itself, with mean excitation energy $\langle u_i,Au_i\rangle/\|u_i\|^2$. Its energy is

$$E_{\rm sc}(u)=-\sum_i\frac{\|u_i\|^4}{\langle u_i,Au_i\rangle}.$$

```lean
/-- The strongly contracted energy `-∑ᵢ ‖uᵢ‖⁴ / ⟨uᵢ, A uᵢ⟩` of the vectors `uᵢ`, the rows of `u`.
It is meant for positive definite `A`, where a zero vector contributes nothing. -/
def stronglyContracted (A : Matrix n n ℝ) (u : Matrix ι n ℝ) : ℝ :=
  -∑ i, (u i ⬝ᵥ u i) ^ 2 / (u i ⬝ᵥ A *ᵥ u i)
```

For a trial first-order vector $x$, the Hylleraas functional is $F_u(x)=\langle x,Ax\rangle+2\langle x,u\rangle$, where $u$ stands for a single vector.

```lean
/-- The Hylleraas functional `⟨x, A x⟩ + 2 ⟨x, u⟩` of a trial first-order vector `x`. -/
def hylleraas (A : Matrix n n ℝ) (u x : n → ℝ) : ℝ :=
  x ⬝ᵥ A *ᵥ x + 2 * (x ⬝ᵥ u)
```

## (a) A summed quadratic form under mixing

Show that, for any real square matrix $B$, orthogonal mixing leaves the summed quadratic form unchanged:

$$\sum_i\langle (Uu)_i,B(Uu)_i\rangle=\sum_i\langle u_i,Bu_i\rangle .$$

**Solution.** For any family $v$, the sum $\sum_i\langle v_i,Bv_i\rangle$ is $\operatorname{tr}(vBv^{\mathsf T})$. Cyclicity of the trace gives

$$\operatorname{tr}(UuBu^{\mathsf T}U^{\mathsf T})=\operatorname{tr}(U^{\mathsf T}UuBu^{\mathsf T})=\operatorname{tr}(uBu^{\mathsf T}).$$

In the proof, `h` is the trace formula, `trace_mul_comm` moves $U^{\mathsf T}$ to the front, and `hU` removes $U^{\mathsf T}U$.

```lean
/-- A quadratic form summed over a family of vectors does not change when the vectors are
mixed by an orthogonal matrix `U`. -/
theorem sum_quadratic_mix [DecidableEq ι] (B : Matrix n n ℝ) (u : Matrix ι n ℝ)
    {U : Matrix ι ι ℝ} (hU : Uᵀ * U = 1) :
    ∑ i, (U * u) i ⬝ᵥ B *ᵥ (U * u) i = ∑ i, u i ⬝ᵥ B *ᵥ u i := by
  -- the sum is a trace, and the trace is cyclic
  have h : ∀ v : Matrix ι n ℝ, ∑ i, v i ⬝ᵥ B *ᵥ v i = trace (v * (B * vᵀ)) := by
    intro v
    simp only [trace, diag_apply, Matrix.mul_apply, dotProduct, mulVec, transpose_apply]
  rw [h (U * u), h u, transpose_mul]
  calc trace (U * u * (B * (uᵀ * Uᵀ)))
      = trace ((U * (u * (B * uᵀ))) * Uᵀ) := by simp only [Matrix.mul_assoc]
    _ = trace (Uᵀ * (U * (u * (B * uᵀ)))) := trace_mul_comm _ _
    _ = trace (u * (B * uᵀ)) := by rw [← Matrix.mul_assoc, hU, Matrix.one_mul]
```

The uncontracted energy uses the full inverse of $A$: $E_{\rm unc}(u)=-\sum_i\langle u_i,A^{-1}u_i\rangle$.

```lean
variable [DecidableEq n]

/-- The uncontracted energy `-∑ᵢ ⟨uᵢ, A⁻¹ uᵢ⟩` of the vectors `uᵢ`, the rows of `u`,
for invertible `A`. -/
def uncontracted (A : Matrix n n ℝ) (u : Matrix ι n ℝ) : ℝ :=
  -∑ i, u i ⬝ᵥ A⁻¹ *ᵥ u i
```

## (b) Completing the square

For positive definite $A$, separate the Hylleraas functional into a square and a constant:

$$F_u(x)=\langle x+A^{-1}u,\;A(x+A^{-1}u)\rangle-\langle u,A^{-1}u\rangle .$$

**Solution.** Put $w=A^{-1}u$, so $Aw=u$. Since $A$ is symmetric, $\langle w,Ax\rangle=\langle Aw,x\rangle=\langle x,u\rangle$. Therefore

$$\langle x+w,A(x+w)\rangle=\langle x,Ax\rangle+2\langle x,u\rangle+\langle w,u\rangle,$$

and subtracting $\langle u,w\rangle$ leaves $F_u(x)$. The hypothesis `PosDef` includes symmetry and supplies invertibility. The two identities for $w$ are `hw` and `hsym`.

```lean
/-- For positive definite `A`, the Hylleraas functional is `-⟨u, A⁻¹ u⟩` plus the quadratic form
of `A` in the error `x + A⁻¹ u` of the trial vector. -/
theorem hylleraas_eq {A : Matrix n n ℝ} (hA : A.PosDef) (u x : n → ℝ) :
    hylleraas A u x =
      (x + A⁻¹ *ᵥ u) ⬝ᵥ A *ᵥ (x + A⁻¹ *ᵥ u) - u ⬝ᵥ A⁻¹ *ᵥ u := by
  have hT : Aᵀ = A := by
    rw [← conjTranspose_eq_transpose_of_trivial]
    exact hA.isHermitian
  obtain ⟨w, hwdef⟩ : ∃ w, w = A⁻¹ *ᵥ u := ⟨_, rfl⟩
  -- `w` solves the linear equation `A w = u`
  have hw : A *ᵥ w = u := by
    rw [hwdef, mulVec_mulVec, mul_nonsing_inv A hA.det_pos.ne'.isUnit, one_mulVec]
  have hsym : w ⬝ᵥ A *ᵥ x = x ⬝ᵥ u := by
    rw [dotProduct_mulVec, ← mulVec_transpose, hT, hw, dotProduct_comm]
  rw [← hwdef, hylleraas, dotProduct_comm u w]
  simp only [mulVec_add, add_dotProduct, dotProduct_add, hw, hsym]
  ring
```

## (c) The uncontracted energy as a minimum

For positive definite $A$, show that the summed functional attains its minimum over all families of trial vectors, with value

$$\min_{(x_i)}\sum_iF_{u_i}(x_i)=E_{\rm unc}(u).$$

**Solution.** In (b) the square is non-negative, so $F_{u_i}(x_i)\ge-\langle u_i,A^{-1}u_i\rangle$. Summing over $i$ gives the lower bound. The choice $x_i=-A^{-1}u_i$ makes every square vanish and attains it.

`IsLeast` requires exactly these two facts. The first bullet of the proof gives the minimiser, the second the bound.

```lean
/-- For positive definite `A`, the uncontracted energy is the attained minimum of the summed
Hylleraas functional over all trial vectors. -/
theorem uncontracted_isLeast {A : Matrix n n ℝ} (hA : A.PosDef) (u : Matrix ι n ℝ) :
    IsLeast (Set.range fun x : ι → n → ℝ => ∑ i, hylleraas A (u i) (x i))
      (uncontracted A u) := by
  constructor
  · refine ⟨fun i => -(A⁻¹ *ᵥ u i), ?_⟩
    simp only [hylleraas_eq hA, neg_add_cancel, mulVec_zero, dotProduct_zero, zero_sub,
      Finset.sum_neg_distrib, uncontracted]
  · rintro _ ⟨x, rfl⟩
    simp only [uncontracted, ← Finset.sum_neg_distrib]
    apply Finset.sum_le_sum
    intro i _
    have h := hA.posSemidef.dotProduct_mulVec_nonneg (x i + A⁻¹ *ᵥ u i)
    rw [star_trivial] at h
    rw [hylleraas_eq hA]
    linarith
```

## (d) Invariance of the uncontracted energy

For positive definite $A$ and $U^{\mathsf T}U=1$, show that the energy survives mixing and is also the minimum for the mixed vectors:

$$E_{\rm unc}(Uu)=E_{\rm unc}(u)=\min_{(x_i)}\sum_iF_{(Uu)_i}(x_i).$$

**Solution.** Take $B=A^{-1}$ in (a) for the first equality. Then apply (c) to the family $Uu$ and replace its energy by the equal value $E_{\rm unc}(u)$. Positive definiteness is used only for the minimum.

```lean
/-- For positive definite `A`, orthogonal mixing of the vectors leaves the uncontracted energy
unchanged, and this energy is the minimum of the Hylleraas functional of the mixed vectors. -/
theorem uncontracted_mix [DecidableEq ι] {A : Matrix n n ℝ} (hA : A.PosDef)
    (u : Matrix ι n ℝ) {U : Matrix ι ι ℝ} (hU : Uᵀ * U = 1) :
    uncontracted A (U * u) = uncontracted A u ∧
      IsLeast (Set.range fun x : ι → n → ℝ => ∑ i, hylleraas A ((U * u) i) (x i))
        (uncontracted A u) := by
  have h : uncontracted A (U * u) = uncontracted A u := by
    rw [uncontracted, uncontracted, sum_quadratic_mix A⁻¹ u hU]
  exact ⟨h, h ▸ uncontracted_isLeast hA (U * u)⟩
```

## (e) Strong contraction cannot lower the energy

For positive definite $A$, compare the two energies of the same family:

$$E_{\rm unc}(u)\le E_{\rm sc}(u).$$

**Solution.** Restrict the trial vector to $x_i=cu_i$. With $N=\|u_i\|^2$ and $q=\langle u_i,Au_i\rangle$, a non-zero $u_i$ has $q>0$, and

$$F_{u_i}(cu_i)=c^2q+2cN .$$

This is smallest at $c=-N/q$, where it equals $-N^2/q$, the strongly contracted term. A zero vector contributes zero, in agreement with Lean's convention $0/0=0$. The restricted trial family cannot go below the minimum in (c).

The proof inserts this $c$ directly into the lower bound from (c) and evaluates the functional, treating `u i = 0` separately.

Without positive definiteness the inequality can fail. For $A=\operatorname{diag}(1,-1)$ and the single vector $(2,1)$, the uncontracted energy is $-3$, but the strongly contracted one is $-25/3$.

```lean
/-- For positive definite `A`, the strongly contracted energy is never below the uncontracted
energy of the same vectors. -/
theorem uncontracted_le_stronglyContracted {A : Matrix n n ℝ} (hA : A.PosDef)
    (u : Matrix ι n ℝ) : uncontracted A u ≤ stronglyContracted A u := by
  -- strong contraction restricts the trial vector to a multiple of `uᵢ`
  refine (uncontracted_isLeast hA u).2
    ⟨fun i => (-((u i ⬝ᵥ u i) / (u i ⬝ᵥ A *ᵥ u i))) • u i, ?_⟩
  simp only [stronglyContracted, ← Finset.sum_neg_distrib]
  refine Finset.sum_congr rfl fun i _ => ?_
  simp only [hylleraas, mulVec_smul, smul_dotProduct, dotProduct_smul, smul_eq_mul]
  by_cases h : u i = 0
  · simp [h]
  · have hq := hA.dotProduct_mulVec_pos h
    rw [star_trivial] at hq
    have e := div_mul_cancel₀ (u i ⬝ᵥ u i) hq.ne'
    linear_combination ((u i ⬝ᵥ u i) / (u i ⬝ᵥ A *ᵥ u i)) * e
```

To test the strongly contracted energy under mixing, take the standard basis of the plane as the family, so $u=1$ and the mixed family is the mixing matrix itself. Let $R(\theta)$ have rows $r_0=(\cos\theta,\sin\theta)$ and $r_1=(-\sin\theta,\cos\theta)$.

```lean
/-- The matrix whose rows are the standard basis vectors of the plane mixed by the angle `θ`. -/
def rotation (θ : ℝ) : Matrix (Fin 2) (Fin 2) ℝ :=
  !![Real.cos θ, Real.sin θ; -Real.sin θ, Real.cos θ]
```

## (f) The rotation is an orthogonal mixing

Check that $R(\theta)$ is an admissible mixing matrix and that zero angle means no mixing:

$$R(\theta)^{\mathsf T}R(\theta)=1,\qquad R(0)=1 .$$

**Solution.** The diagonal entries of the product are $\cos^2\theta+\sin^2\theta=1$. The off-diagonal entries are $\cos\theta\sin\theta-\sin\theta\cos\theta=0$. At $\theta=0$ the rows are $(1,0)$ and $(0,1)$. Lean checks the entries one by one.

```lean
/-- The mixing by an angle `θ` is orthogonal, and at zero angle it is the identity. -/
theorem rotation_orthogonal (θ : ℝ) :
    (rotation θ)ᵀ * rotation θ = 1 ∧ rotation 0 = 1 := by
  constructor
  · ext i j
    fin_cases i <;> fin_cases j <;>
      simp [rotation, Matrix.mul_apply, Fin.sum_univ_two] <;>
      nlinarith [Real.sin_sq_add_cos_sq θ]
  · ext i j
    fin_cases i <;> fin_cases j <;> simp [rotation]
```

## (g) The strongly contracted energy at any angle

For $A=\operatorname{diag}(a,b)$ with $a,b>0$, derive

$$E_{\rm sc}(R(\theta))=-\frac{a+b}{ab+(a-b)^2\sin^2\theta\cos^2\theta}.$$

**Solution.** Write $s=\sin\theta$ and $c=\cos\theta$. Both rows are normalised, and their mean excitation energies are

$$q_0=ac^2+bs^2,\qquad q_1=as^2+bc^2 .$$

Their sum is $a+b$. Using $c^4+s^4=1-2s^2c^2$, their product is

$$q_0q_1=ab(c^4+s^4)+(a^2+b^2)s^2c^2=ab+(a-b)^2s^2c^2 .$$

The energy is $-(1/q_0+1/q_1)=-(q_0+q_1)/(q_0q_1)$. In the proof, `e0` and `e1` are the norms, `q0` and `q1` the mean energies, and `hpq` the product.

```lean
/-- The strongly contracted energy of the rotated standard basis, for `A = diag(a, b)` with
positive `a` and `b`, as a function of the mixing angle. -/
theorem stronglyContracted_rotation {a b : ℝ} (ha : 0 < a) (hb : 0 < b) (θ : ℝ) :
    stronglyContracted !![a, 0; 0, b] (rotation θ) =
      -((a + b) / (a * b + (a - b) ^ 2 * (Real.sin θ * Real.cos θ) ^ 2)) := by
  have hs := Real.sin_sq_add_cos_sq θ
  -- both rotated vectors are normalised
  have e0 : rotation θ 0 ⬝ᵥ rotation θ 0 = 1 := by
    simp only [dotProduct, Fin.sum_univ_two]
    change Real.cos θ * Real.cos θ + Real.sin θ * Real.sin θ = 1
    linear_combination hs
  have e1 : rotation θ 1 ⬝ᵥ rotation θ 1 = 1 := by
    simp only [dotProduct, Fin.sum_univ_two]
    change -Real.sin θ * -Real.sin θ + Real.cos θ * Real.cos θ = 1
    linear_combination hs
  -- their mean excitation energies
  have q0 : rotation θ 0 ⬝ᵥ !![a, 0; 0, b] *ᵥ rotation θ 0 =
      a * Real.cos θ ^ 2 + b * Real.sin θ ^ 2 := by
    simp only [dotProduct, mulVec, Fin.sum_univ_two]
    change Real.cos θ * (a * Real.cos θ + 0 * Real.sin θ) +
      Real.sin θ * (0 * Real.cos θ + b * Real.sin θ) = _
    ring
  have q1 : rotation θ 1 ⬝ᵥ !![a, 0; 0, b] *ᵥ rotation θ 1 =
      a * Real.sin θ ^ 2 + b * Real.cos θ ^ 2 := by
    simp only [dotProduct, mulVec, Fin.sum_univ_two]
    change -Real.sin θ * (a * -Real.sin θ + 0 * Real.cos θ) +
      Real.cos θ * (0 * -Real.sin θ + b * Real.cos θ) = _
    ring
  have hpq : (a * Real.cos θ ^ 2 + b * Real.sin θ ^ 2) *
      (a * Real.sin θ ^ 2 + b * Real.cos θ ^ 2) =
      a * b + (a - b) ^ 2 * (Real.sin θ * Real.cos θ) ^ 2 := by
    linear_combination a * b * (Real.sin θ ^ 2 + Real.cos θ ^ 2 + 1) * hs
  have hne : (a * Real.cos θ ^ 2 + b * Real.sin θ ^ 2) *
      (a * Real.sin θ ^ 2 + b * Real.cos θ ^ 2) ≠ 0 := by
    rw [hpq]
    positivity
  rw [stronglyContracted, Fin.sum_univ_two, e0, e1, q0, q1, one_pow,
    div_add_div _ _ (left_ne_zero_of_mul hne) (right_ne_zero_of_mul hne), hpq]
  congr 2
  linear_combination (a + b) * hs
```

## (h) The angles that preserve it

For the same $A$, determine when the rotation leaves the strongly contracted energy unchanged:

$$E_{\rm sc}(R(\theta))=E_{\rm sc}(1)\iff a=b\ \text{ or }\ \sin2\theta=0 .$$

**Solution.** By (g), the unrotated energy is $-(a+b)/(ab)$. Cross-multiplying the two positive fractions shows that they agree exactly when

$$(a+b)(a-b)^2\sin^2\theta\cos^2\theta=0 .$$

Since $a+b>0$, either $a=b$ or $\sin\theta\cos\theta=0$, and $\sin2\theta=2\sin\theta\cos\theta$. The exceptional angles are multiples of 90 degrees, which only permute the basis vectors and change signs. The proof obtains the displayed product as `h2` and splits it into its factors.

```lean
/-- For `A = diag(a, b)` with positive `a` and `b`, rotating the standard basis by `θ` preserves
the strongly contracted energy exactly when `a = b` or `sin 2θ = 0`. -/
theorem stronglyContracted_invariant_iff {a b : ℝ} (ha : 0 < a) (hb : 0 < b) (θ : ℝ) :
    stronglyContracted !![a, 0; 0, b] (rotation θ) =
        stronglyContracted !![a, 0; 0, b] (1 : Matrix (Fin 2) (Fin 2) ℝ) ↔
      a = b ∨ Real.sin (2 * θ) = 0 := by
  have hD : 0 < a * b + (a - b) ^ 2 * (Real.sin θ * Real.cos θ) ^ 2 := by positivity
  rw [← (rotation_orthogonal 0).2, stronglyContracted_rotation ha hb,
    stronglyContracted_rotation ha hb, Real.sin_zero, zero_mul, zero_pow two_ne_zero,
    mul_zero, add_zero, neg_inj, div_eq_div_iff hD.ne' (mul_pos ha hb).ne', Real.sin_two_mul]
  constructor
  · intro h
    have h2 : (a + b) * ((a - b) * (Real.sin θ * Real.cos θ)) ^ 2 = 0 := by
      linear_combination (-1) * h
    have h3 := (mul_eq_zero.mp h2).resolve_left (add_pos ha hb).ne'
    rcases mul_eq_zero.mp ((pow_eq_zero_iff two_ne_zero).mp h3) with h4 | h4
    · exact Or.inl (sub_eq_zero.mp h4)
    · exact Or.inr (by linear_combination 2 * h4)
  · rintro (h | h)
    · rw [h]
      ring
    · have h' : Real.sin θ * Real.cos θ = 0 := by linear_combination h / 2
      rw [h']
      ring
```

## (i) Numbers for excitation energies 1 and 2

For $A=\operatorname{diag}(1,2)$, evaluate the strongly contracted energy before and after a 45-degree rotation:

$$E_{\rm sc}(1)=-\tfrac32,\qquad E_{\rm sc}(R(\pi/4))=-\tfrac43 .$$

**Solution.** The standard basis gives $-(1+\tfrac12)=-\tfrac32$. After the rotation, each vector has mean excitation energy $\tfrac12(1+2)=\tfrac32$ and contributes $-\tfrac23$, so the total is $-\tfrac43$.

For comparison, each rotated vector contributes $-\tfrac12(1+\tfrac12)=-\tfrac34$ to the uncontracted energy, which therefore stays at $-\tfrac32$. The two energies coincide in the standard basis, whose vectors are eigenvectors of $A$, and differ by $\tfrac16$ after the rotation.

Lean substitutes $\sin\theta\cos\theta=0$ and $\tfrac12$ into the formula from (g).

```lean
/-- For `A = diag(1, 2)` the strongly contracted energy is `-3/2` in the standard basis and
`-4/3` after a rotation by 45 degrees. -/
theorem stronglyContracted_values :
    stronglyContracted !![(1 : ℝ), 0; 0, 2] (1 : Matrix (Fin 2) (Fin 2) ℝ) = -3 / 2 ∧
      stronglyContracted !![(1 : ℝ), 0; 0, 2] (rotation (Real.pi / 4)) = -4 / 3 := by
  constructor
  · rw [← (rotation_orthogonal 0).2, stronglyContracted_rotation one_pos two_pos,
      Real.sin_zero]
    norm_num
  · have h : Real.sin (Real.pi / 4) * Real.cos (Real.pi / 4) = 1 / 2 := by
      rw [Real.sin_pi_div_four, Real.cos_pi_div_four]
      linear_combination (1 / 4) * Real.mul_self_sqrt (show (0 : ℝ) ≤ 2 by norm_num)
    rw [stronglyContracted_rotation one_pos two_pos, h]
    norm_num

end

end NEVPT2Contraction
```

```lean
#print axioms NEVPT2Contraction.uncontracted_mix
#print axioms NEVPT2Contraction.uncontracted_le_stronglyContracted
#print axioms NEVPT2Contraction.stronglyContracted_invariant_iff
#print axioms NEVPT2Contraction.stronglyContracted_values
```

```
'NEVPT2Contraction.uncontracted_mix' depends on axioms: [propext, Classical.choice, Quot.sound]
'NEVPT2Contraction.uncontracted_le_stronglyContracted' depends on axioms: [propext, Classical.choice, Quot.sound]
'NEVPT2Contraction.stronglyContracted_invariant_iff' depends on axioms: [propext, Classical.choice, Quot.sound]
'NEVPT2Contraction.stronglyContracted_values' depends on axioms: [propext, Classical.choice, Quot.sound]
```
